# The cumulant spectrum of a level coupled to finitely many undamped bosons is a probability measure with quasiparticle weight $\exp(\Sigma'(e))$

An electron added to a level of energy $e$ can excite plasmons on its way in. The spectrum then shows a quasiparticle peak followed by satellites at higher energy. A cumulant calculation describes this in time, by a factor $\exp(-iet+C(t))$ with $C$ built from an approximate self-energy $\Sigma$. Exponentiating an approximate function does not obviously give the Fourier transform of a non-negative spectrum. For finitely many sharp boson modes it does, and the spectrum can be written down.

## The self-energy and its cumulant

The modes are labelled by $k$ in a finite set, the type `ι`, which may be empty. Units have $\hbar=1$.

```lean
import Mathlib

open MeasureTheory Complex

namespace CumulantSatellites

noncomputable section

variable {ι : Type*} [Fintype ι]
```

Mode $k$ has energy $w_k>0$ and squared coupling $b_k\ge 0$. With the modes initially unexcited, and to lowest order in the $b_k$, the self-energy is
$$\Sigma(\omega)=\sum_k\frac{b_k}{\omega-e-w_k}.$$
It is a real function: the modes have no damping, and the infinitesimal imaginary parts at the poles are left out. The signs of $b_k$ and $w_k$ enter as hypotheses of the theorems. They stand for non-negative squared couplings and for excitations that cost energy.

```lean
/-- The self-energy `Σ(ω) = ∑ b_k / (ω - e - w_k)`, for `ω` away from the poles `e + w_k`. -/
def selfEnergy (b w : ι → ℝ) (e ω : ℝ) : ℝ := ∑ k, b k / (ω - e - w k)
```

The cumulant is
$$C(t)=\sum_k b_k\,\frac{e^{-iw_kt}+iw_kt-1}{w_k^2}.$$
For $t>0$ this is the term of first order in $\Sigma$ in the Dyson series for the level, divided by the free propagator. Here the formula is taken as the definition, at every real $t$.

```lean
/-- The cumulant `C(t) = ∑ b_k (exp(-i w_k t) + i w_k t - 1) / w_k²`, for nonzero `w_k`. -/
def cumulant (b w : ι → ℝ) (t : ℝ) : ℂ :=
  ∑ k, (b k : ℂ) * (Complex.exp (-I * w k * t) + I * w k * t - 1) / (w k : ℂ) ^ 2
```

The quasiparticle energy is $E=e+\Sigma(e)$, with $\Sigma$ evaluated at the bare level.

```lean
/-- The quasiparticle energy `e + Σ(e)`, for nonzero `w_k`. -/
def qpEnergy (b w : ι → ℝ) (e : ℝ) : ℝ := e + selfEnergy b w e e
```

## A spectrum built from Poisson boson numbers

The candidate spectrum comes from counting bosons. With mean $a$, the number $n$ has weight
$$p_a(n)=e^{-a}\frac{a^n}{n!}.$$

```lean
/-- The Poisson weight of `n` bosons when the mean number is `a`. -/
def poissonWeight (a : ℝ) (n : ℕ) : ℝ := Real.exp (-a) * (a ^ n / (n.factorial : ℝ))
```

These weights, placed on the points of $\mathbb N$, form a measure.

```lean
/-- The Poisson law of a boson number, for mean `a ≥ 0`. -/
def poissonLaw (a : ℝ) : Measure ℕ :=
  Measure.sum fun n => ENNReal.ofReal (poissonWeight a n) • Measure.dirac n
```

The modes are independent, and mode $k$ has mean $a_k=b_k/w_k^2$. The joint law is therefore a product measure.

```lean
/-- Independent boson numbers with means `b_k / w_k²`, for `b_k ≥ 0` and nonzero `w_k`. -/
def bosonLaw (b w : ι → ℝ) : Measure (ι → ℕ) :=
  Measure.pi fun k => poissonLaw (b k / w k ^ 2)
```

A state with boson numbers $n=(n_k)$ has energy $E+\sum_k w_kn_k$.

```lean
/-- The energy of the quasiparticle together with `n_k` bosons of energy `w_k ≠ 0`. -/
def level (b w : ι → ℝ) (e : ℝ) (n : ι → ℕ) : ℝ := qpEnergy b w e + ∑ k, w k * (n k : ℝ)
```

The spectrum $A$ is the distribution of this energy: a quasiparticle line at $E$ and satellites at sums of boson energies above it. In Lean it is the image of `bosonLaw` under `level`.

```lean
/-- The distribution of the level energy over the boson numbers, for `b_k ≥ 0`, `w_k ≠ 0`. -/
def spectrum (b w : ι → ℝ) (e : ℝ) : Measure ℝ := (bosonLaw b w).map (level b w e)
```

## Sums over one mode

The measure of a single boson number is its Poisson weight, since only one term of the defining sum contributes.

```lean
/-- The Poisson law gives each boson number its Poisson weight. -/
theorem poissonLaw_singleton (a : ℝ) (m : ℕ) :
    poissonLaw a {m} = ENNReal.ofReal (poissonWeight a m) := by
  rw [poissonLaw, Measure.sum_apply _ (measurableSet_singleton m), tsum_eq_single m]
  · simp
  · intro n hn
    simp [hn]
```

The exponential series gives the generating function
$$\sum_n p_a(n)z^n=e^{-a}e^{az}=e^{a(z-1)},$$
and $z=1$ gives normalisation. For the mean, removing one boson gives $(n+1)\,p_a(n+1)=a\,p_a(n)$. Summing over $n$ yields $\sum_n n\,p_a(n)=a$. In the proof, `hf` is this identity, and `hasSum_nat_add_iff'` shifts the index.

```lean
/-- Generating function, normalisation and mean of the Poisson weights. -/
theorem poissonWeight_sums (a : ℝ) :
    (∀ z : ℂ, HasSum (fun n => (poissonWeight a n : ℂ) * z ^ n) (Complex.exp (a * (z - 1)))) ∧
    HasSum (poissonWeight a) 1 ∧ HasSum (fun n => poissonWeight a n * (n : ℝ)) a := by
  have hg : ∀ z : ℂ, HasSum (fun n => (poissonWeight a n : ℂ) * z ^ n)
      (Complex.exp (a * (z - 1))) := by
    intro z
    have h := (NormedSpace.expSeries_div_hasSum_exp ((a : ℂ) * z)).mul_left (Complex.exp (-a))
    rw [← Complex.exp_eq_exp_ℂ, ← Complex.exp_add] at h
    have hz : (a : ℂ) * (z - 1) = -a + a * z := by ring
    rw [hz]
    refine h.congr_fun ?_
    intro n
    simp only [poissonWeight]
    push_cast
    rw [mul_pow]
    ring
  have h1 : HasSum (poissonWeight a) 1 := by
    have h := hg 1
    simp only [one_pow, mul_one, sub_self, mul_zero, Complex.exp_zero] at h
    simpa using Complex.reCLM.hasSum h
  refine ⟨hg, h1, (hasSum_nat_add_iff' 1).1 ?_⟩
  -- removing one boson turns the first moment into the normalisation
  have hf : (fun n : ℕ => poissonWeight a (n + 1) * ((n + 1 : ℕ) : ℝ)) =
      fun n => a * poissonWeight a n := by
    funext n
    simp only [poissonWeight, Nat.factorial_succ]
    push_cast
    field_simp
    ring
  have hz : a - ∑ i ∈ Finset.range 1, poissonWeight a i * (i : ℝ) = a * 1 := by simp
  have h2 := h1.mul_left a
  rw [← hf, ← hz] at h2
  exact h2
```

For $a\ge0$ the weights are non-negative, so the normalised sum makes the law a probability measure.

```lean
/-- For a nonnegative mean, the Poisson law is a probability measure. -/
theorem poissonLaw_isProbability {a : ℝ} (ha : 0 ≤ a) : IsProbabilityMeasure (poissonLaw a) := by
  have h1 := (poissonWeight_sums a).2.1
  refine ⟨?_⟩
  rw [poissonLaw, Measure.sum_apply _ MeasurableSet.univ]
  simp only [Measure.smul_apply, measure_univ, smul_eq_mul, mul_one]
  rw [← ENNReal.ofReal_tsum_of_nonneg (fun n => by unfold poissonWeight; positivity) h1.summable,
    h1.tsum_eq, ENNReal.ofReal_one]
```

The same sums can now be read as averages. For $|z|\le1$ the function $z^n$ is bounded, hence integrable, and its average is $e^{a(z-1)}$.

```lean
/-- The average of `z ^ n` over a Poisson boson number is `exp(a (z - 1))` for `|z| ≤ 1`. -/
theorem poissonLaw_generating {a : ℝ} (ha : 0 ≤ a) {z : ℂ} (hz : ‖z‖ ≤ 1) :
    ∫ n, z ^ n ∂(poissonLaw a) = Complex.exp (a * (z - 1)) := by
  have := poissonLaw_isProbability ha
  have hi : Integrable (fun n : ℕ => z ^ n) (poissonLaw a) :=
    Integrable.of_bound Measurable.of_discrete.aestronglyMeasurable 1
      (ae_of_all _ fun n => by rw [norm_pow]; exact pow_le_one₀ (norm_nonneg _) hz)
  rw [MeasureTheory.integral_countable hi, ← ((poissonWeight_sums a).1 z).tsum_eq]
  refine tsum_congr fun n => ?_
  rw [Measure.real, poissonLaw_singleton,
    ENNReal.toReal_ofReal (by unfold poissonWeight; positivity), Complex.real_smul]
```

The boson number is unbounded, so its integrability is shown first, from the convergent sum $\sum_n n\,p_a(n)$. The mean is then $a$.

```lean
/-- A Poisson boson number is integrable and has mean `a`. -/
theorem poissonLaw_mean {a : ℝ} (ha : 0 ≤ a) :
    Integrable (fun n : ℕ => (n : ℝ)) (poissonLaw a) ∧ ∫ n, (n : ℝ) ∂(poissonLaw a) = a := by
  have hs := (poissonWeight_sums a).2.2
  have hp : ∀ n, 0 ≤ poissonWeight a n := fun n => by unfold poissonWeight; positivity
  have hi : Integrable (fun n : ℕ => (n : ℝ)) (poissonLaw a) := by
    refine ⟨Measurable.of_discrete.aestronglyMeasurable, ?_⟩
    rw [hasFiniteIntegral_iff_enorm, lintegral_countable']
    have h : ∀ n : ℕ, ‖(n : ℝ)‖ₑ * poissonLaw a {n} =
        ENNReal.ofReal (poissonWeight a n * n) := by
      intro n
      rw [poissonLaw_singleton, Real.enorm_eq_ofReal (Nat.cast_nonneg n),
        ← ENNReal.ofReal_mul (Nat.cast_nonneg n), mul_comm]
    simp_rw [h]
    rw [← ENNReal.ofReal_tsum_of_nonneg (fun n => mul_nonneg (hp n) (Nat.cast_nonneg n))
      hs.summable]
    exact ENNReal.ofReal_lt_top
  refine ⟨hi, ?_⟩
  rw [MeasureTheory.integral_countable hi]
  refine (tsum_congr fun n => ?_).trans hs.tsum_eq
  rw [Measure.real, poissonLaw_singleton, ENNReal.toReal_ofReal (hp n), smul_eq_mul]
```

## From the cumulant to the Fourier transform

At the bare level $\Sigma(e)=-\sum_k b_k/w_k$, so the linear part of the cumulant is a phase:
$$\sum_k\frac{b_k}{w_k^2}\,iw_kt=i t\sum_k\frac{b_k}{w_k}=-i\Sigma(e)t.$$
It shifts $e$ to $E$, and what remains is one Poisson exponent per mode:
$$-iet+C(t)=-iEt+\sum_k a_k\left(e^{-iw_kt}-1\right).$$
Lean checks this mode by mode, treating the exponential as an arbitrary number $z$.

```lean
/-- The exponent splits into a quasiparticle phase and one Poisson exponent per boson. -/
theorem cumulant_split (b w : ι → ℝ) (e t : ℝ) (hw : ∀ k, 0 < w k) :
    -I * e * t + cumulant b w t = -I * qpEnergy b w e * t +
      ∑ k, ((b k / w k ^ 2 : ℝ) : ℂ) * (Complex.exp (-I * w k * t) - 1) := by
  have hC : cumulant b w t = -I * selfEnergy b w e e * t +
      ∑ k, ((b k / w k ^ 2 : ℝ) : ℂ) * (Complex.exp (-I * w k * t) - 1) := by
    simp only [cumulant, selfEnergy, sub_self, zero_sub]
    push_cast
    rw [Finset.mul_sum, Finset.sum_mul, ← Finset.sum_add_distrib]
    refine Finset.sum_congr rfl fun k _ => ?_
    have hk : (w k : ℂ) ≠ 0 := by exact_mod_cast (hw k).ne'
    generalize Complex.exp (-I * w k * t) = z
    field_simp
    ring
  rw [hC, qpEnergy]
  push_cast
  ring
```

The Fourier integral is an average over boson numbers, and independence factorises it:
$$\int e^{-ixt}\,dA(x)=e^{-iEt}\prod_k\Big\langle\left(e^{-iw_kt}\right)^{n_k}\Big\rangle=e^{-iEt}\prod_k e^{a_k(e^{-iw_kt}-1)}.$$
By the splitting, this is $\exp(-iet+C(t))$. In the proof, `key` factors the integrand, `hprod` factors the integral, and the generating function applies because $|e^{-iw_kt}|=1$.

```lean
/-- The Fourier transform of the spectrum is `exp(-i e t + C(t))`. -/
theorem spectrum_fourier (b w : ι → ℝ) (e t : ℝ) (hb : ∀ k, 0 ≤ b k) (hw : ∀ k, 0 < w k) :
    ∫ x : ℝ, Complex.exp (-I * x * t) ∂(spectrum b w e) =
      Complex.exp (-I * e * t + cumulant b w t) := by
  have ha : ∀ k, 0 ≤ b k / w k ^ 2 := fun k => div_nonneg (hb k) (sq_nonneg _)
  have := fun k => poissonLaw_isProbability (ha k)
  have key : ∀ n : ι → ℕ, Complex.exp (-I * (level b w e n : ℝ) * t) =
      Complex.exp (-I * qpEnergy b w e * t) * ∏ k, Complex.exp (-I * w k * t) ^ n k := by
    intro n
    simp_rw [← Complex.exp_nat_mul]
    rw [← Complex.exp_sum, ← Complex.exp_add]
    congr 1
    simp only [level]
    push_cast
    rw [mul_add, add_mul, Finset.mul_sum, Finset.sum_mul]
    congr 1
    exact Finset.sum_congr rfl fun k _ => by ring
  rw [spectrum, integral_map Measurable.of_discrete.aemeasurable
    (Continuous.aestronglyMeasurable (by fun_prop))]
  simp_rw [key]
  -- independent bosons: the integral factorises
  have hprod := integral_fintype_prod_eq_prod (μ := fun k => poissonLaw (b k / w k ^ 2))
    (f := fun k (n : ℕ) => Complex.exp (-I * w k * t) ^ n)
  rw [integral_const_mul, bosonLaw, hprod, cumulant_split b w e t hw, Complex.exp_add,
    Complex.exp_sum]
  congr 1
  exact Finset.prod_congr rfl fun k _ =>
    poissonLaw_generating (ha k) (by simp [Complex.norm_exp])
```

## The mean, the threshold and the quasiparticle weight

Each term of $\Sigma$ has derivative $-b_k/(\omega-e-w_k)^2$, so at $\omega=e$
$$\Sigma'(e)=-\sum_k\frac{b_k}{w_k^2}=-\sum_k a_k.$$

```lean
/-- The slope of the self-energy at `e` is `-∑ b_k / w_k²`. -/
theorem selfEnergy_hasDerivAt (b w : ι → ℝ) (e : ℝ) (hw : ∀ k, 0 < w k) :
    HasDerivAt (selfEnergy b w e) (-∑ k, b k / w k ^ 2) e := by
  have h : ∀ k, HasDerivAt (fun x => b k / (x - e - w k)) (-(b k / w k ^ 2)) e := by
    intro k
    have h1 : HasDerivAt (fun x : ℝ => x - e - w k) 1 e :=
      ((hasDerivAt_id e).sub_const e).sub_const (w k)
    have hne : e - e - w k ≠ 0 := by simpa using (hw k).ne'
    refine ((hasDerivAt_const e (b k)).fun_div h1 hne).congr_deriv ?_
    simp [neg_div]
  rw [← Finset.sum_neg_distrib]
  exact HasDerivAt.fun_sum fun k _ => h k
```

The remaining properties follow from the boson picture.

- The mean energy is $E+\sum_kw_ka_k=e+\Sigma(e)+\sum_kb_k/w_k=e$. The satellites balance the shift of the quasiparticle.
- No energy lies below $E$, because every $w_kn_k\ge0$.
- The energy equals $E$ only if every $n_k=0$. This has probability $\prod_ke^{-a_k}=e^{\Sigma'(e)}$.

The theorem `spectrum_main` states, for $b_k\ge0$ and $w_k>0$, that $A$ is a probability measure and that its Fourier transform is $\exp(-iet+C(t))$ at every real $t$. It also states that the energy is integrable with mean $e$, that the open half-line below $E$ (`Set.Iio`) has measure zero, and that the point $E$ has mass $\exp(\Sigma'(e))$. `ENNReal.ofReal` appears because measures take values in $[0,\infty]$.

In the proof, `hi` and `hv` carry the one-mode mean over to the joint law, and linearity does the rest. The last two parts compute which boson numbers land below $E$ (none) and at $E$ (only $n=0$).

For GW-plus-cumulant calculations this means that, for one level with finitely many undamped modes on the electron-addition side, the cumulant form cannot produce negative spectral weight. Continuous or damped boson spectra and coupling between levels are not treated.

```lean
/-- The spectrum is a probability measure with Fourier transform `exp(-i e t + C(t))` and mean
`e`, has no weight below `e + Σ(e)`, and has mass `exp(Σ'(e))` at `e + Σ(e)`. -/
theorem spectrum_main (b w : ι → ℝ) (e : ℝ) (hb : ∀ k, 0 ≤ b k) (hw : ∀ k, 0 < w k) :
    IsProbabilityMeasure (spectrum b w e) ∧
    (∀ t : ℝ, ∫ x : ℝ, Complex.exp (-I * x * t) ∂(spectrum b w e) =
      Complex.exp (-I * e * t + cumulant b w t)) ∧
    Integrable (fun x : ℝ => x) (spectrum b w e) ∧ ∫ x, x ∂(spectrum b w e) = e ∧
    spectrum b w e (Set.Iio (e + selfEnergy b w e e)) = 0 ∧
    spectrum b w e {e + selfEnergy b w e e} =
      ENNReal.ofReal (Real.exp (deriv (selfEnergy b w e) e)) := by
  have ha : ∀ k, 0 ≤ b k / w k ^ 2 := fun k => div_nonneg (hb k) (sq_nonneg _)
  have := fun k => poissonLaw_isProbability (ha k)
  have : IsProbabilityMeasure (bosonLaw b w) := by unfold bosonLaw; infer_instance
  have hm : Measurable (level b w e) := Measurable.of_discrete
  have hid : AEStronglyMeasurable (fun x : ℝ => x) ((bosonLaw b w).map (level b w e)) :=
    continuous_id.aestronglyMeasurable
  have hpos : ∀ (n : ι → ℕ) (k : ι), 0 ≤ w k * (n k : ℝ) :=
    fun n k => mul_nonneg (hw k).le (Nat.cast_nonneg _)
  -- each boson number keeps its own Poisson law
  have hmp := fun k => measurePreserving_eval (fun k => poissonLaw (b k / w k ^ 2)) k
  have hi : ∀ k, Integrable (fun n : ι → ℕ => (n k : ℝ)) (bosonLaw b w) := fun k =>
    ((hmp k).integrable_comp (poissonLaw_mean (ha k)).1.aestronglyMeasurable).2
      (poissonLaw_mean (ha k)).1
  have hv : ∀ k, ∫ n, (n k : ℝ) ∂(bosonLaw b w) = b k / w k ^ 2 := by
    intro k
    have h := integral_map (μ := Measure.pi fun k => poissonLaw (b k / w k ^ 2))
      (hmp k).measurable.aemeasurable (f := fun n : ℕ => (n : ℝ))
      Measurable.of_discrete.aestronglyMeasurable
    rw [(hmp k).map_eq] at h
    exact h.symm.trans (poissonLaw_mean (ha k)).2
  have hsum : Integrable (fun n : ι → ℕ => ∑ k, w k * (n k : ℝ)) (bosonLaw b w) :=
    MeasureTheory.integrable_finsetSum _ fun k _ => (hi k).const_mul (w k)
  refine ⟨⟨?_⟩, fun t => spectrum_fourier b w e t hb hw, ?_, ?_, ?_, ?_⟩
  · rw [spectrum, Measure.map_apply hm MeasurableSet.univ, Set.preimage_univ, measure_univ]
  · exact (integrable_map_measure hid hm.aemeasurable).2 ((integrable_const _).add hsum)
  · rw [spectrum, integral_map hm.aemeasurable hid]
    simp only [level]
    rw [integral_add (integrable_const _) hsum,
      MeasureTheory.integral_finsetSum _ fun k _ => (hi k).const_mul (w k)]
    simp_rw [integral_const_mul, hv]
    have h : selfEnergy b w e e = -∑ k, w k * (b k / w k ^ 2) := by
      rw [selfEnergy, ← Finset.sum_neg_distrib]
      refine Finset.sum_congr rfl fun k _ => ?_
      have hk := (hw k).ne'
      rw [sub_self, zero_sub, div_neg]
      field_simp
    simp [qpEnergy, h]
  · have h : level b w e ⁻¹' Set.Iio (e + selfEnergy b w e e) = ∅ := by
      ext n
      have h0 := Finset.sum_nonneg fun k (_ : k ∈ Finset.univ) => hpos n k
      simp only [Set.mem_preimage, Set.mem_Iio, Set.mem_empty_iff_false, iff_false, not_lt,
        level, qpEnergy]
      linarith
    rw [spectrum, Measure.map_apply hm measurableSet_Iio, h, measure_empty]
  · -- only the state without bosons sits at the quasiparticle energy
    have h : level b w e ⁻¹' {e + selfEnergy b w e e} = {0} := by
      ext n
      simp only [Set.mem_preimage, Set.mem_singleton_iff, level, qpEnergy]
      constructor
      · intro h
        have hs : ∑ k, w k * (n k : ℝ) = 0 := by linarith
        funext k
        have hk := (Finset.sum_eq_zero_iff_of_nonneg fun k _ => hpos n k).1 hs k
          (Finset.mem_univ k)
        simpa using (mul_eq_zero.1 hk).resolve_left (hw k).ne'
      · rintro rfl
        simp
    rw [spectrum, Measure.map_apply hm (measurableSet_singleton _), h, bosonLaw,
      Measure.pi_singleton, (selfEnergy_hasDerivAt b w e hw).deriv]
    simp only [poissonLaw_singleton, poissonWeight, Pi.zero_apply, pow_zero,
      Nat.factorial_zero, Nat.cast_one, div_one, mul_one]
    rw [← ENNReal.ofReal_prod_of_nonneg fun k _ => (Real.exp_pos _).le, ← Real.exp_sum,
      Finset.sum_neg_distrib]
```

## No other non-negative spectrum fits

A finite measure on the line is determined by its characteristic function $t\mapsto\int e^{itx}\,d\nu(x)$. If $\nu$ has the Fourier transform above, its characteristic function agrees with that of $A$ after replacing $t$ by $-t$, so $\nu=A$. Here $\nu$ is any finite non-negative measure. Its total mass is fixed to $1$ by the Fourier condition at $t=0$, and nothing is assumed about its threshold.

```lean
/-- A finite measure with Fourier transform `exp(-i e t + C(t))` equals the spectrum. -/
theorem spectrum_unique (b w : ι → ℝ) (e : ℝ) (hb : ∀ k, 0 ≤ b k) (hw : ∀ k, 0 < w k)
    (ν : Measure ℝ) [IsFiniteMeasure ν]
    (hν : ∀ t : ℝ, ∫ x : ℝ, Complex.exp (-I * x * t) ∂ν =
      Complex.exp (-I * e * t + cumulant b w t)) : ν = spectrum b w e := by
  have := (spectrum_main b w e hb hw).1
  refine Measure.ext_of_charFun (funext fun t => ?_)
  have h := (hν (-t)).trans (spectrum_fourier b w e (-t) hb hw).symm
  have hx : ∀ x : ℝ, Complex.exp (t * x * I) = Complex.exp (-I * x * ((-t : ℝ) : ℂ)) := by
    intro x
    congr 1
    push_cast
    ring
  simp only [charFun_apply_real, hx]
  exact h

end

end CumulantSatellites
```

```lean
#print axioms CumulantSatellites.spectrum_main
-- 'CumulantSatellites.spectrum_main' depends on axioms: [propext, Classical.choice, Quot.sound]
#print axioms CumulantSatellites.spectrum_unique
-- 'CumulantSatellites.spectrum_unique' depends on axioms: [propext, Classical.choice, Quot.sound]
```
